# The damping factor 1 − exp(−kD) is positive for a positive gap and a positive regulator parameter

An excitation with gap D is given the damping factor 1 − exp(−kD), where k is a regulator parameter. The lemma `damping_pos` states that this factor is strictly positive whenever the real numbers D and k are both strictly positive. It concerns the scalar factor alone; no Hamiltonian, state or energy expression enters. The attempt first seeks to show that exp(−kD) is less than 1, because its exponent is negative, and then unfolds the definition and finishes by linear arithmetic.

As first written in Lean, the proof fails:

```lean
import Mathlib

namespace DampingPos

noncomputable section

/-- The damping factor `1 - exp(-k D)` of an excitation with gap `D` at regulator parameter `k`. -/
def damping (D k : ℝ) : ℝ := 1 - Real.exp (-k * D)

/-- For positive gap and positive `k` the damping factor is positive. -/
lemma damping_pos {D k : ℝ} (hD : 0 < D) (hk : 0 < k) : 0 < damping D k := by
  have h : Real.exp (-k * D) < 1 := Real.exp_lt_one (by nlinarith [mul_pos hk hD])
  unfold damping
  linarith

end

end DampingPos
```

The error:

```
Main.lean:12:36: error(lean.unknownIdentifier): Unknown constant `Real.exp_lt_one`
```

This version goes through:

```diff
@@ -10,5 +10,5 @@
 /-- For positive gap and positive `k` the damping factor is positive. -/
 lemma damping_pos {D k : ℝ} (hD : 0 < D) (hk : 0 < k) : 0 < damping D k := by
-  have h : Real.exp (-k * D) < 1 := Real.exp_lt_one (by nlinarith [mul_pos hk hD])
+  have h : Real.exp (-k * D) < 1 := Real.exp_lt_one_iff.2 (by nlinarith [mul_pos hk hD])
   unfold damping
   linarith
```

Diagnosis. The only message says that the constant `Real.exp_lt_one` is unknown: the imported Mathlib has no declaration of that name. The step `h` therefore fails at the name of the lemma it calls, and the message points to no fault in the mathematics.

The repair calls `Real.exp_lt_one_iff` instead. This is an equivalence between `Real.exp x < 1` and `x < 0`, so it cannot simply be applied to a proof of negativity as the missing lemma was meant to be. The suffix `.2` selects the direction from right to left, which turns a proof of `-k * D < 0` into the required `Real.exp (-k * D) < 1`.

The argument in brackets is unchanged: `nlinarith` proves that the exponent is negative, with the help of `mul_pos hk hD`, which says that `k * D` is positive. The closing steps, `unfold damping` and `linarith`, also stay as they were.
